# The geometric combining rule can predict attraction where one-pole atoms repel under pairwise solvent exchange

An atom $X$ is represented here by two positive numbers, a static polarizability $a_X$ and an excitation frequency $w_X$. This is the one-pole model: the whole dipole response of the atom is assigned to a single excitation. Solutes $A$ and $B$ and solvent $S$ are all atoms of this kind, and the solvent enters only through pair interactions, not as a dielectric continuum.

In this model the effective dispersion interaction of two solutes can be repulsive while the geometric combining rule, given the correct coefficient for every like pair, makes it attractive. For simulation practice this means that, within a one-pole, pairwise-additive description, exact like-atom coefficients combined by the geometric rule do not secure even the sign of the effective dispersion interaction between two solutes in a solvent. The direct solute–solute term stays attractive; the error lies in its balance against the terms with solvent.

In Lean 4 with Mathlib:

```lean
import Mathlib

namespace SolventExchangeDispersion

noncomputable section
```

The positivity conditions are part of the data of an atom, so no later theorem has to assume them. Two atoms are equal when their polarizabilities and frequencies agree.

```lean
/-- A one-pole atom: a positive static polarizability and a positive
excitation frequency. -/
@[ext]
structure OnePoleAtom where
  pol : ℝ
  freq : ℝ
  pol_pos : 0 < pol
  freq_pos : 0 < freq
```

## Pair coefficients and the exchange with solvent

With $\hbar=1$ and polarizabilities measured as volumes, the pair energy at distance $r$ is $-C_{XY}/r^6$, where

$$C_{XY}=\frac32\,a_Xa_Y\,\frac{w_Xw_Y}{w_X+w_Y}.$$

This formula is taken as the definition of the coefficient; it is not derived from perturbation theory here.

```lean
/-- The dispersion coefficient `C_ij = (3/2) a_i a_j w_i w_j / (w_i + w_j)` of two
one-pole atoms; the pair energy is `-C_ij / r^6`. -/
def c6 (A B : OnePoleAtom) : ℝ :=
  3 / 2 * A.pol * B.pol * (A.freq * B.freq / (A.freq + B.freq))
```

The geometric rule keeps the like-atom coefficients and replaces the others by

$$C^{\rm geo}_{XY}=\sqrt{C_{XX}C_{YY}}.$$

```lean
/-- The geometric combination rule: `C_ij` is replaced by the square root of `C_ii C_jj`. -/
def geoC6 (A B : OnePoleAtom) : ℝ := Real.sqrt (c6 A A * c6 B B)
```

Now let $A$ and $B$ each start next to a solvent atom, and exchange partners:

$$AS+BS\longrightarrow AB+SS.$$

If all four pairs have the same separation $r$, the energy changes by $-\Delta/r^6$ with

$$\Delta=C_{AB}-C_{AS}-C_{BS}+C_{SS}.$$

Positive $\Delta$ means effective attraction, negative $\Delta$ effective repulsion. Differences in atomic size, many-body dispersion, short-range repulsion and entropy are left out. The definition `exchange` takes the table of coefficients as an argument, so the exact table `c6` and the geometric table `geoC6` go through the same expression.

```lean
/-- The effective coefficient `C_AB - C_AS - C_BS + C_SS` for bringing solutes `A` and `B`
together in solvent `S` by pairwise exchange, for a given table `C` of pair coefficients.
Positive means attraction, negative means repulsion. -/
def exchange (C : OnePoleAtom → OnePoleAtom → ℝ) (A B S : OnePoleAtom) : ℝ :=
  C A B - C A S - C B S + C S S
```

## Two solutes derived from one solvent

Write $a=a_S$ and $w=w_S$, and let $u>0$. The soft solute is more polarizable than the solvent when $u>1$, and has a lower frequency:

$$A=(ua,\;w/u).$$

```lean
/-- The soft solute: `u` times the polarizability of `S` and `1/u` times its frequency,
for `u > 0`. -/
def softSolute (S : OnePoleAtom) (u : ℝ) (hu : 0 < u) : OnePoleAtom :=
  ⟨u * S.pol, S.freq / u, mul_pos hu S.pol_pos, div_pos S.freq_pos hu⟩
```

The hard solute has the polarizability of the solvent and $u$ times its frequency, which is higher when $u>1$:

$$B=(a,\;uw).$$

In both definitions the argument `hu` is the proof that $u>0$, which makes the new values positive.

```lean
/-- The hard solute: the polarizability of `S` and `u` times its frequency, for `u > 0`. -/
def hardSolute (S : OnePoleAtom) (u : ℝ) (hu : 0 < u) : OnePoleAtom :=
  ⟨S.pol, u * S.freq, S.pol_pos, mul_pos hu S.freq_pos⟩
```

## Like atoms and the factorized geometric coefficient

For two like atoms the frequency factor is $w_X^2/(2w_X)=w_X/2$, so

$$C_{XX}=\frac34a_X^2w_X.$$

The proof establishes the frequency factor as `h` and then substitutes it.

```lean
/-- Two like atoms have the dispersion coefficient `(3/4) a^2 w`. -/
theorem c6_self (A : OnePoleAtom) : c6 A A = 3 / 4 * A.pol ^ 2 * A.freq := by
  have hw := A.freq_pos
  have h : A.freq * A.freq / (A.freq + A.freq) = A.freq / 2 := by
    rw [div_eq_div_iff (by positivity) (by norm_num)]
    ring
  rw [c6, h]
  ring
```

Put $s_X=\sqrt{C_{XX}}$. The geometric rule gives $C^{\rm geo}_{XY}=s_Xs_Y$, hence

$$\Delta^{\rm geo}=s_As_B-s_As_S-s_Bs_S+s_S^2=(s_A-s_S)(s_B-s_S).$$

The rule therefore predicts attraction whenever both solutes have larger like-atom coefficients than the solvent, or both have smaller ones. In the proof, `pos` supplies the nonnegativity needed to split each square root of a product, and `ring` does the factorization.

```lean
/-- Under the geometric rule the exchange coefficient is a product of one factor for
each solute. -/
theorem exchange_geoC6 (A B S : OnePoleAtom) :
    exchange geoC6 A B S =
      (Real.sqrt (c6 A A) - Real.sqrt (c6 S S)) *
        (Real.sqrt (c6 B B) - Real.sqrt (c6 S S)) := by
  have pos : ∀ X : OnePoleAtom, 0 ≤ c6 X X := fun X => by
    have h1 := X.pol_pos
    have h2 := X.freq_pos
    rw [c6_self]
    positivity
  unfold exchange geoC6
  rw [Real.sqrt_mul (pos A) (c6 B B), Real.sqrt_mul (pos A) (c6 S S),
    Real.sqrt_mul (pos B) (c6 S S), Real.sqrt_mul (pos S) (c6 S S)]
  ring
```

## Identical solutes attract

Repulsion requires unlike solutes. For $B=A$, put the exact coefficient over the common denominator $w_A+w_S$:

$$\Delta=\frac34\,\frac{(a_A^2w_A+a_S^2w_S)(w_A+w_S)-4a_Aa_Sw_Aw_S}{w_A+w_S}.$$

Expanding the numerator and regrouping gives

$$\Delta=\frac34\,\frac{(a_Aw_A-a_Sw_S)^2+w_Aw_S(a_A-a_S)^2}{w_A+w_S}.$$

If $a_A\ne a_S$, the second square is positive. If $a_A=a_S$, then $A\ne S$ forces $w_A\ne w_S$, and the first square is positive. The identity is `key` in the proof, and `by_cases` makes the same distinction.

```lean
/-- Two identical solutes that differ from the solvent attract each other under
pairwise exchange. -/
theorem exchange_like_pos (A S : OnePoleAtom) (h : A ≠ S) : 0 < exchange c6 A A S := by
  have hA := A.freq_pos
  have hS := S.freq_pos
  have hne : A.freq + S.freq ≠ 0 := by positivity
  -- the coefficient is a sum of two squares with positive weights
  have key : exchange c6 A A S =
      3 / 4 * ((A.pol * A.freq - S.pol * S.freq) ^ 2
        + A.freq * S.freq * (A.pol - S.pol) ^ 2) / (A.freq + S.freq) := by
    rw [exchange, c6_self A, c6_self S, c6]
    field_simp
    ring
  rw [key]
  refine div_pos (mul_pos (by norm_num) ?_) (by positivity)
  by_cases hp : A.pol = S.pol
  · have hf : A.freq ≠ S.freq := fun hf => h (OnePoleAtom.ext hp hf)
    have h1 : A.pol * A.freq - S.pol * S.freq ≠ 0 := by
      rw [hp, ← mul_sub]
      exact mul_ne_zero S.pol_pos.ne' (sub_ne_zero.mpr hf)
    exact add_pos_of_pos_of_nonneg
      (lt_of_le_of_ne (sq_nonneg _) (Ne.symm (pow_ne_zero 2 h1))) (by positivity)
  · have h2 : A.pol - S.pol ≠ 0 := sub_ne_zero.mpr hp
    exact add_pos_of_nonneg_of_pos (sq_nonneg _) (mul_pos (mul_pos hA hS)
      (lt_of_le_of_ne (sq_nonneg _) (Ne.symm (pow_ne_zero 2 h2))))
```

## Equal frequencies make the rule exact

If $w_X=w_Y=w$, then

$$C_{XX}C_{YY}=\left(\tfrac34a_Xa_Yw\right)^2,\qquad C_{XY}=\tfrac34a_Xa_Yw,$$

so $C^{\rm geo}_{XY}=C_{XY}$. When both solutes share the solvent frequency, this applies to all four terms of $\Delta$. The local statement `geo` proves the equality for one pair, and the last line uses it four times.

```lean
/-- If both solutes have the frequency of the solvent, the geometric rule gives the exact
exchange coefficient. -/
theorem exchange_geoC6_of_equal_freq (A B S : OnePoleAtom)
    (hA : A.freq = S.freq) (hB : B.freq = S.freq) :
    exchange geoC6 A B S = exchange c6 A B S := by
  have geo : ∀ X Y : OnePoleAtom, X.freq = Y.freq → geoC6 X Y = c6 X Y := by
    intro X Y h
    have hX := X.pol_pos
    have hY := Y.pol_pos
    have hw := Y.freq_pos
    have half : Y.freq * Y.freq / (Y.freq + Y.freq) = Y.freq / 2 := by
      rw [div_eq_div_iff (by positivity) (by norm_num)]
      ring
    have hc : c6 X Y = 3 / 4 * X.pol * Y.pol * Y.freq := by
      rw [c6, h, half]
      ring
    have hsq : c6 X X * c6 Y Y = (3 / 4 * X.pol * Y.pol * Y.freq) ^ 2 := by
      rw [c6_self X, c6_self Y, h]
      ring
    rw [geoC6, hsq, hc, Real.sqrt_sq (by positivity)]
  unfold exchange
  rw [geo A B (hA.trans hB.symm), geo A S hA, geo B S hB, geo S S rfl]
```

Together with the factorization above, this gives a neighbouring result: at a common frequency $w$,

$$\Delta=\tfrac34w\,(a_A-a_S)(a_B-a_S).$$

Two solutes then repel when the solvent polarizability lies strictly between theirs, and the geometric rule reports this correctly. Repulsion alone is thus no sign that the rule has failed.

## The exact coefficient of the soft and hard solutes

For the two solutes built from $S$, the frequency factors $w_Xw_Y/(w_X+w_Y)$ are

$$AB:\ \frac{uw}{u^2+1},\qquad AS:\ \frac{w}{u+1},\qquad BS:\ \frac{uw}{u+1}.$$

Multiplying by the polarizabilities,

$$C_{AB}=\frac32a^2w\frac{u^2}{u^2+1},\qquad C_{AS}=C_{BS}=\frac32a^2w\frac{u}{u+1},\qquad C_{SS}=\frac34a^2w.$$

Therefore

$$\Delta=\frac34a^2w\left[\frac{2u^2}{u^2+1}-\frac{4u}{u+1}+1\right].$$

Over the common denominator $(u^2+1)(u+1)$ the bracket has the numerator

$$2u^2(u+1)-4u(u^2+1)+(u^2+1)(u+1)=1-3u+3u^2-u^3=(1-u)^3,$$

and so

$$\Delta=\frac34a^2w\,\frac{(1-u)^3}{(u^2+1)(u+1)}.$$

The three frequency factors are `e12`, `e13` and `e23`, with 1, 2 and 3 standing for $A$, $B$ and $S$. The final `field_simp` and `ring` carry out the common-denominator calculation.

```lean
/-- The exact exchange coefficient of the soft and the hard solute is
`(3/4) a^2 w (1 - u)^3 / ((u^2 + 1)(u + 1))`, with `a` and `w` those of the solvent. -/
theorem exchange_soft_hard (S : OnePoleAtom) (u : ℝ) (hu : 0 < u) :
    exchange c6 (softSolute S u hu) (hardSolute S u hu) S =
      3 / 4 * S.pol ^ 2 * S.freq * (1 - u) ^ 3 / ((u ^ 2 + 1) * (u + 1)) := by
  have hw := S.freq_pos
  have hr : u * (S.freq / u) = S.freq := by field_simp
  -- the three reduced frequencies
  have e12 : S.freq / u * (u * S.freq) / (S.freq / u + u * S.freq)
      = S.freq * u / (u ^ 2 + 1) := by
    rw [div_eq_div_iff (by positivity) (by positivity)]
    linear_combination u ^ 2 * S.freq * hr
  have e13 : S.freq / u * S.freq / (S.freq / u + S.freq) = S.freq / (u + 1) := by
    rw [div_eq_div_iff (by positivity) (by positivity)]
    linear_combination S.freq * hr
  have e23 : u * S.freq * S.freq / (u * S.freq + S.freq) = u * S.freq / (u + 1) := by
    rw [div_eq_div_iff (by positivity) (by positivity)]
    ring
  have h1 : u ^ 2 + 1 ≠ 0 := by positivity
  have h2 : u + 1 ≠ 0 := by positivity
  rw [exchange, c6_self S]
  simp only [c6, softSolute, hardSolute]
  rw [e12, e13, e23]
  field_simp
  ring
```

## The geometric prediction for the same solutes

Both solutes have the same like-atom coefficient:

$$C_{AA}=\frac34(ua)^2\frac wu=u\,C_{SS},\qquad C_{BB}=\frac34a^2(uw)=u\,C_{SS}.$$

Hence $s_A=s_B=\sqrt u\,s_S$, and the factorized form becomes

$$\Delta^{\rm geo}=s_S^2(\sqrt u-1)^2=\frac34a^2w(\sqrt u-1)^2.$$

The rule sees only the like-atom coefficients, so it cannot distinguish the soft solute from the hard one and treats them as an identical pair. In the proof, `h1` and `h2` are the two like-atom coefficients and `h3` evaluates $s_S^2$.

```lean
/-- For the same two solutes the geometric rule gives `(3/4) a^2 w (sqrt u - 1)^2`. -/
theorem exchange_geoC6_soft_hard (S : OnePoleAtom) (u : ℝ) (hu : 0 < u) :
    exchange geoC6 (softSolute S u hu) (hardSolute S u hu) S =
      3 / 4 * S.pol ^ 2 * S.freq * (Real.sqrt u - 1) ^ 2 := by
  have ha := S.pol_pos
  have hw := S.freq_pos
  have hr : u * (S.freq / u) = S.freq := by field_simp
  -- both solutes have the same like-atom coefficient
  have h1 : c6 (softSolute S u hu) (softSolute S u hu) = u * c6 S S := by
    rw [c6_self, c6_self S]
    simp only [softSolute]
    linear_combination 3 / 4 * u * S.pol ^ 2 * hr
  have h2 : c6 (hardSolute S u hu) (hardSolute S u hu) = u * c6 S S := by
    rw [c6_self, c6_self S]
    simp only [hardSolute]
    ring
  have h3 : Real.sqrt (c6 S S) ^ 2 = 3 / 4 * S.pol ^ 2 * S.freq := by
    rw [c6_self, Real.sq_sqrt (by positivity)]
  rw [exchange_geoC6, h1, h2, Real.sqrt_mul hu.le]
  linear_combination (Real.sqrt u - 1) ^ 2 * h3
```

## The signs disagree exactly for $u>1$

The prefactor $\frac34a^2w$ and the denominator $(u^2+1)(u+1)$ are positive, so $\Delta$ has the sign of $(1-u)^3$. It is negative exactly when $u>1$, and then $\sqrt u>1$ makes $\Delta^{\rm geo}$ positive. The theorem states this as an equivalence: exact repulsion together with predicted attraction holds if and only if $u>1$. It holds for every solvent, but it classifies only this one-parameter family of solute pairs, not all pairs.

For the forward direction, the proof assumes $u\le1$ and finds $\Delta\ge0$, a contradiction. For the converse, it derives the two signs separately.

```lean
/-- For the soft and the hard solute, exact pairwise exchange gives repulsion while the
geometric rule predicts attraction exactly when `u > 1`. -/
theorem geometric_rule_wrong_sign_iff (S : OnePoleAtom) (u : ℝ) (hu : 0 < u) :
    (exchange c6 (softSolute S u hu) (hardSolute S u hu) S < 0 ∧
      0 < exchange geoC6 (softSolute S u hu) (hardSolute S u hu) S) ↔ 1 < u := by
  have ha := S.pol_pos
  have hw := S.freq_pos
  rw [exchange_soft_hard, exchange_geoC6_soft_hard]
  constructor
  · rintro ⟨h, _⟩
    by_contra hle
    have h3 : 0 ≤ (1 - u) ^ 3 := pow_nonneg (by linarith) 3
    exact not_le_of_gt h (div_nonneg (mul_nonneg (by positivity) h3) (by positivity))
  · intro h
    have hs : 1 < Real.sqrt u := (Real.lt_sqrt zero_le_one).mpr (by linarith)
    have h3 : 0 < (u - 1) ^ 3 := pow_pos (by linarith) 3
    have h4 : (1 - u) ^ 3 < 0 := by
      have e : (1 - u) ^ 3 = -(u - 1) ^ 3 := by ring
      linarith
    exact ⟨div_neg_of_neg_of_pos (mul_neg_of_pos_of_neg (by positivity) h4) (by positivity),
      mul_pos (by positivity) (pow_pos (by linarith) 2)⟩
```

At $u=1$ both solutes coincide with the solvent and both coefficients vanish. Just above, at $u=1+\varepsilon$ with small $\varepsilon>0$, the leading terms are

$$\Delta\approx-\frac{3}{16}a^2w\,\varepsilon^3,\qquad \Delta^{\rm geo}\approx\frac{3}{16}a^2w\,\varepsilon^2.$$

The wrong sign thus appears for arbitrarily small departures from the solvent, where the predicted attraction is much larger than the true repulsion.

## Numbers for $u=4$

Take the solvent with $a=w=1$.

```lean
/-- The solvent with polarizability 1 and frequency 1. -/
def unitSolvent : OnePoleAtom := ⟨1, 1, by norm_num, by norm_num⟩
```

The soft solute at $u=4$ has polarizability $4$ and frequency $1/4$.

```lean
/-- The solute with polarizability 4 and frequency 1/4. -/
def soluteOne : OnePoleAtom := ⟨4, 1 / 4, by norm_num, by norm_num⟩
```

The hard solute has polarizability $1$ and frequency $4$.

```lean
/-- The solute with polarizability 1 and frequency 4. -/
def soluteTwo : OnePoleAtom := ⟨1, 4, by norm_num, by norm_num⟩
```

The pair coefficients are $C_{AB}=24/17$, $C_{AS}=C_{BS}=6/5$ and $C_{SS}=3/4$, so

$$\Delta=\frac{24}{17}-\frac{12}{5}+\frac34=-\frac{81}{340}.$$

Both like-atom solute coefficients equal $3$, and the geometric rule gives

$$\Delta^{\rm geo}=\left(\sqrt3-\frac{\sqrt3}{2}\right)^2=\frac34.$$

The proof identifies the two solutes with the family members at $u=4$, inserts $\sqrt4=2$ into the general formulas and evaluates them.

```lean
/-- For solutes `(4, 1/4)` and `(1, 4)` in solvent `(1, 1)` the exact exchange coefficient
is `-81/340`, while the geometric rule gives `3/4`. -/
theorem exchange_numerical :
    exchange c6 soluteOne soluteTwo unitSolvent = -81 / 340 ∧
      exchange geoC6 soluteOne soluteTwo unitSolvent = 3 / 4 := by
  have h1 : soluteOne = softSolute unitSolvent 4 (by norm_num) := by
    ext <;> norm_num [soluteOne, softSolute, unitSolvent]
  have h2 : soluteTwo = hardSolute unitSolvent 4 (by norm_num) := by
    ext <;> norm_num [soluteTwo, hardSolute, unitSolvent]
  have h4 : Real.sqrt 4 = 2 := by
    rw [show (4 : ℝ) = 2 ^ 2 by norm_num]
    exact Real.sqrt_sq (by norm_num)
  rw [h1, h2, exchange_soft_hard, exchange_geoC6_soft_hard, h4]
  constructor <;> norm_num [unitSolvent]

end

end SolventExchangeDispersion
```

```lean
#print axioms SolventExchangeDispersion.exchange_like_pos
-- 'SolventExchangeDispersion.exchange_like_pos' depends on axioms: [propext, Classical.choice, Quot.sound]
#print axioms SolventExchangeDispersion.exchange_geoC6_of_equal_freq
-- 'SolventExchangeDispersion.exchange_geoC6_of_equal_freq' depends on axioms: [propext, Classical.choice, Quot.sound]
#print axioms SolventExchangeDispersion.geometric_rule_wrong_sign_iff
-- 'SolventExchangeDispersion.geometric_rule_wrong_sign_iff' depends on axioms: [propext, Classical.choice, Quot.sound]
#print axioms SolventExchangeDispersion.exchange_numerical
-- 'SolventExchangeDispersion.exchange_numerical' depends on axioms: [propext, Classical.choice, Quot.sound]
```
